# A Hermitian n by n matrix has a start vector with n independent Krylov vectors exactly when its n eigenvalues are distinct

Take a two-level system with energies $E_0, E_1$ and orthonormal eigenvectors $u_0, u_1$. Start from $v = c_0 u_0 + c_1 u_1$ and apply the Hamiltonian once:

$$Hv = E_0 c_0\, u_0 + E_1 c_1\, u_1 .$$

The two vectors $v$ and $Hv$ are linearly independent exactly when the determinant of their coefficients is nonzero:

$$\det\begin{pmatrix} c_0 & c_1 \\ E_0 c_0 & E_1 c_1\end{pmatrix} = c_0 c_1 (E_1 - E_0).$$

If the levels are degenerate, $Hv = E_0 v$, and applying $H$ again never leaves the line through $v$. The second state of the pair is out of reach, whatever $v$ was chosen.

The same holds in $n$ dimensions, and it limits iterative eigensolvers such as the Lanczos method, which build their approximate eigenstates from $v, Hv, H^2v, \dots$ for one start vector $v$. Without rounding errors, such a run finds at most one state of each degenerate multiplet.

## Krylov vectors and their amplitudes

The Hamiltonian is a complex $n \times n$ matrix $H$, as obtained from a finite orthonormal basis. Its indices run from $0$ to $n-1$, which is what the type `Fin n` expresses.

```lean
import Mathlib

open Matrix

namespace KrylovDegeneracy

noncomputable section

variable {n : ℕ} {H : Matrix (Fin n) (Fin n) ℂ}
```

The $k$-th Krylov vector is $H^k v$, counted from $k=0$, so that the first one is $v$ itself. No normalisation or orthogonalisation is applied; neither would change the space that the vectors span.

```lean
/-- The `k`-th Krylov vector `H ^ k v` generated from the start vector `v`. -/
def krylov (H : Matrix (Fin n) (Fin n) ℂ) (v : Fin n → ℂ) (k : ℕ) : Fin n → ℂ :=
  (H ^ k) *ᵥ v
```

Hermiticity enters as a hypothesis `hH : H.IsHermitian`. The spectral theorem then supplies real eigenvalues $E_i$, written `hH.eigenvalues i` and listed with multiplicity, and an orthonormal eigenbasis $u_i$, written `hH.eigenvectorBasis i`. Within a degenerate multiplet the choice of $u_i$ is arbitrary, and Mathlib fixes one.

Every vector is determined by its coefficients in this basis, and every set of coefficients belongs to a vector. The change of coordinates is therefore an invertible linear map, here called `amplitudes hH`. Its definition passes through Mathlib's Euclidean space because plain functions `Fin n → ℂ` do not carry the inner product of quantum mechanics.

```lean
/-- The change of coordinates that sends a vector to its amplitudes in an orthonormal
eigenbasis of the Hermitian matrix `H`. -/
def amplitudes (hH : H.IsHermitian) : (Fin n → ℂ) ≃ₗ[ℂ] (Fin n → ℂ) :=
  (WithLp.linearEquiv 2 ℂ (Fin n → ℂ)).symm ≪≫ₗ
    hH.eigenvectorBasis.repr.toLinearEquiv ≪≫ₗ WithLp.linearEquiv 2 ℂ (Fin n → ℂ)
```

The coefficients are the usual overlaps,

$$c_i = u_i^\dagger v = \langle u_i | v\rangle ,$$

with the complex conjugate on the eigenvector.

```lean
/-- The `i`-th amplitude of `v` is its overlap with the `i`-th eigenvector. -/
theorem amplitudes_apply (hH : H.IsHermitian) (v : Fin n → ℂ) (i : Fin n) :
    amplitudes hH v i = star (hH.eigenvectorBasis i).ofLp ⬝ᵥ v := by
  have h := hH.eigenvectorBasis.repr_apply_apply (WithLp.toLp 2 v) i
  rw [EuclideanSpace.inner_eq_star_dotProduct, dotProduct_comm] at h
  exact h
```

## Each application of H multiplies an amplitude by its energy

Let $H$ act to the left. Since $H^\dagger = H$ and $E_i$ is real,

$$u_i^\dagger (Hv) = (Hu_i)^\dagger v = (E_i u_i)^\dagger v = E_i\, u_i^\dagger v .$$

The proof follows this line: it takes the conjugate transpose of the eigenvalue equation, uses `hH.eq` to replace $H^\dagger$ by $H$, and inserts the result into the overlap.

```lean
/-- Applying a Hermitian `H` multiplies each eigenbasis amplitude by the eigenvalue of
its level. -/
theorem amplitudes_mulVec (hH : H.IsHermitian) (v : Fin n → ℂ) (i : Fin n) :
    amplitudes hH (H *ᵥ v) i = (hH.eigenvalues i : ℂ) * amplitudes hH v i := by
  -- let `H` act to the left on the eigenvector
  have h := congrArg star (hH.mulVec_eigenvectorBasis i)
  rw [Matrix.star_mulVec, hH.eq] at h
  rw [amplitudes_apply, amplitudes_apply, Matrix.dotProduct_mulVec, h]
  simp [dotProduct, Finset.mul_sum, mul_assoc]
```

Repeating the step $k$ times gives

$$\langle u_i | H^k v\rangle = E_i^k\, c_i .$$

This is an induction on $k$, with $H^{k+1}v = H(H^k v)$ as the inductive step.

```lean
/-- The `k`-th Krylov vector of a Hermitian `H` has the amplitudes of the start vector,
each multiplied by the `k`-th power of its eigenvalue. -/
theorem amplitudes_krylov (hH : H.IsHermitian) (v : Fin n → ℂ) (k : ℕ) (i : Fin n) :
    amplitudes hH (krylov H v k) i =
      (hH.eigenvalues i : ℂ) ^ k * amplitudes hH v i := by
  induction k with
  | zero => simp [krylov]
  | succ k ih =>
    have h : krylov H v (k + 1) = H *ᵥ krylov H v k := by
      rw [krylov, krylov, Matrix.mulVec_mulVec, pow_succ']
    rw [h, amplitudes_mulVec, ih]
    ring
```

## The determinant is a product of overlaps and level differences

Write the amplitudes of the first $n$ Krylov vectors as the rows of a matrix, $M_{ki} = E_i^k c_i$. With the Vandermonde matrix $V_{ik} = E_i^k$ and the diagonal matrix $D = \mathrm{diag}(c_0,\dots,c_{n-1})$ this reads $M = V^{T} D$.

The determinant of $V$ is a polynomial in the energies that vanishes whenever two of them coincide, so it is divisible by every difference $E_j - E_i$ with $i<j$. These differences are irreducible polynomials and no two are proportional, so their product divides $\det V$ as well. Both $\det V$ and the product of these differences have degree $n(n-1)/2$, and in both the term $E_1 E_2^2 \cdots E_{n-1}^{n-1}$ has coefficient one. They are therefore equal, and

$$\det M = \Big(\prod_i c_i\Big) \prod_{i<j} (E_j - E_i).$$

For $n=2$ this is the determinant found at the start. In Lean the condition $i<j$ appears as `j ∈ Finset.Ioi i`. The proof establishes the factorisation entry by entry and takes the Vandermonde determinant from Mathlib.

```lean
/-- For Hermitian `H`, the determinant of the first `n` Krylov vectors, written in the
eigenbasis, is the product of all overlaps of the start vector times the product of all
differences between pairs of levels. -/
theorem det_krylov (hH : H.IsHermitian) (v : Fin n → ℂ) :
    (Matrix.of fun k i : Fin n => amplitudes hH (krylov H v k) i).det =
      (∏ i, amplitudes hH v i) *
        ∏ i : Fin n, ∏ j ∈ Finset.Ioi i,
          ((hH.eigenvalues j : ℂ) - (hH.eigenvalues i : ℂ)) := by
  -- the amplitudes form a Vandermonde matrix with rescaled columns
  have h : (Matrix.of fun k i : Fin n => amplitudes hH (krylov H v k) i) =
      (Matrix.vandermonde fun i => (hH.eigenvalues i : ℂ))ᵀ *
        Matrix.diagonal (amplitudes hH v) := by
    ext k i
    rw [Matrix.mul_diagonal, Matrix.transpose_apply, Matrix.vandermonde_apply,
      Matrix.of_apply, amplitudes_krylov]
  rw [h, Matrix.det_mul, Matrix.det_transpose, Matrix.det_diagonal,
    Matrix.det_vandermonde, mul_comm]
```

## Which start vectors give n independent vectors

An invertible linear map preserves linear independence, so the vectors $H^k v$ with $k = 0,\dots,n-1$ are independent exactly when the rows of $M$ are. The rows of a square matrix are independent exactly when its determinant is nonzero, and a product is nonzero exactly when every factor is. Hence

$$v, Hv, \dots, H^{n-1}v \text{ independent} \iff E_i \neq E_j \text{ for all } i\neq j \ \text{ and }\ c_i \neq 0 \text{ for all } i .$$

In the theorem, distinctness is `Function.Injective hH.eigenvalues`: different indices carry different energies. The step `hmap` moves the question into the eigenbasis, and the chain of rewrites turns independence into the two conditions. The last lines only translate between energies as real numbers and the same energies as complex numbers.

```lean
/-- For Hermitian `H` and a given start vector `v`, the vectors `v, H v, ..., H ^ (n - 1) v`
are linearly independent exactly when all `n` eigenvalues are distinct and `v` overlaps
with every eigenvector. -/
theorem krylov_independent_iff (hH : H.IsHermitian) (v : Fin n → ℂ) :
    LinearIndependent ℂ (fun k : Fin n => krylov H v k) ↔
      Function.Injective hH.eigenvalues ∧ ∀ i, amplitudes hH v i ≠ 0 := by
  -- independence can be tested in the eigenbasis
  have hmap : LinearIndependent ℂ (fun k : Fin n => krylov H v k) ↔
      LinearIndependent ℂ
        (Matrix.of fun k i : Fin n => amplitudes hH (krylov H v k) i).row :=
    ((amplitudes hH).toLinearMap.linearIndependent_iff (amplitudes hH).ker).symm
  have hV := Matrix.det_vandermonde_ne_zero_iff
    (v := fun i : Fin n => (hH.eigenvalues i : ℂ))
  rw [Matrix.det_vandermonde] at hV
  rw [hmap, Matrix.linearIndependent_rows_iff_isUnit, Matrix.isUnit_iff_isUnit_det,
    isUnit_iff_ne_zero, det_krylov, mul_ne_zero_iff, Finset.prod_ne_zero_iff, hV]
  constructor
  · rintro ⟨hc, hl⟩
    exact ⟨fun i j h => hl (congrArg (fun r : ℝ => (r : ℂ)) h),
      fun i => hc i (Finset.mem_univ i)⟩
  · rintro ⟨hl, hc⟩
    exact ⟨fun i _ => hc i, fun i j h => hl (Complex.ofReal_injective h)⟩
```

The second condition concerns $v$ and can always be met. Choose all amplitudes equal to one, $v = \sum_i u_i$, or $c_i = 1/\sqrt{n}$ after normalisation when $n \ge 1$. The first condition concerns $H$ alone. So a suitable start vector exists exactly when the spectrum is non-degenerate.

For $n=1$ there is one eigenvalue and any nonzero $v$ will do. The Lean statement also admits $n=0$, where both sides are trivially true.

```lean
/-- For a Hermitian `n` by `n` matrix `H`, some start vector `v` makes
`v, H v, ..., H ^ (n - 1) v` linearly independent exactly when all `n` eigenvalues,
counted with multiplicity, are distinct. -/
theorem exists_krylov_independent_iff (hH : H.IsHermitian) :
    (∃ v : Fin n → ℂ, LinearIndependent ℂ (fun k : Fin n => krylov H v k)) ↔
      Function.Injective hH.eigenvalues := by
  constructor
  · rintro ⟨v, hv⟩
    exact ((krylov_independent_iff hH v).mp hv).1
  · intro hl
    -- start from the equal superposition of all eigenvectors
    refine ⟨(amplitudes hH).symm (fun _ => 1), (krylov_independent_iff hH _).mpr ⟨hl, ?_⟩⟩
    intro i
    rw [LinearEquiv.apply_symm_apply]
    exact one_ne_zero
```

## At most one state per energy in the Krylov space

A missing dimension does not yet say which states are lost. For that, consider all combinations of the vectors $H^k v$ with no limit on $k$. Textbooks often reserve the name Krylov space for the span of the first $m$ vectors; here it is the span for all $k$, which contains each of those.

A vector in this space is a finite sum $x = \sum_k a_k H^k v$. With the polynomial $p(E) = \sum_k a_k E^k$, its amplitudes are

$$\langle u_i | x\rangle = p(E_i)\, c_i .$$

The polynomial acts as an energy filter. It can weight different energies differently, but it treats all members of a multiplet alike. The proof goes through the ways of building up a span: a Krylov vector has the filter $E^k$, the zero vector has the filter $0$, sums of vectors add their filters, and scalar multiples rescale them.

```lean
/-- For Hermitian `H`, every vector in the Krylov space of `v` has the amplitudes of `v`,
each multiplied by the value of one common polynomial at its eigenvalue. -/
theorem exists_polynomial_filter (hH : H.IsHermitian) {v x : Fin n → ℂ}
    (hx : x ∈ Submodule.span ℂ (Set.range (krylov H v))) :
    ∃ p : Polynomial ℂ, ∀ i,
      amplitudes hH x i = p.eval (hH.eigenvalues i : ℂ) * amplitudes hH v i := by
  induction hx using Submodule.span_induction with
  | mem x h =>
    obtain ⟨k, rfl⟩ := h
    exact ⟨Polynomial.X ^ k, fun i => by
      rw [amplitudes_krylov, Polynomial.eval_pow, Polynomial.eval_X]⟩
  | zero => exact ⟨0, fun i => by simp⟩
  | add x y _ _ hx hy =>
    obtain ⟨p, hp⟩ := hx
    obtain ⟨q, hq⟩ := hy
    exact ⟨p + q, fun i => by
      rw [map_add, Pi.add_apply, hp, hq, Polynomial.eval_add, add_mul]⟩
  | smul a x _ hx =>
    obtain ⟨p, hp⟩ := hx
    exact ⟨Polynomial.C a * p, fun i => by
      rw [map_smul, Pi.smul_apply, hp, smul_eq_mul, Polynomial.eval_mul,
        Polynomial.eval_C, mul_assoc]⟩
```

Now let $x$ and $y$ both lie in the Krylov space and satisfy $Hx = Ex$ and $Hy = Ey$ with the same $E$, where $y \neq 0$. Their filters are $p$ and $q$.

First, neither vector has amplitude at other energies. Taking the $i$-th amplitude of $Hx = Ex$ gives $(E_i - E)\langle u_i|x\rangle = 0$, so $\langle u_i|x\rangle = 0$ whenever $E_i \neq E$. The same holds for $y$. This is the step `off`.

Second, $q(E) \neq 0$. Otherwise the amplitudes $q(E)\,c_i$ of $y$ at energy $E$ would vanish too, and $y$ would be zero. This is the step `hqE`.

Third, wherever $E_i = E$,

$$\langle u_i | x\rangle = p(E)\, c_i = \frac{p(E)}{q(E)}\; q(E)\, c_i = \frac{p(E)}{q(E)}\, \langle u_i | y\rangle ,$$

and wherever $E_i \neq E$ both sides are zero. All amplitudes agree, so $x = a\,y$ with $a = p(E)/q(E)$.

The theorem lets $E$ be complex, although Hermiticity forces it to be real once $y \neq 0$. It also lets $x$ be zero, in which case $a = 0$.

```lean
/-- For Hermitian `H`, the Krylov space of a single start vector, with any number of steps,
contains at most one eigenvector per eigenvalue `E`, up to a scalar factor. -/
theorem krylov_eigenvector_unique (hH : H.IsHermitian) {v x y : Fin n → ℂ} {E : ℂ}
    (hx : x ∈ Submodule.span ℂ (Set.range (krylov H v)))
    (hy : y ∈ Submodule.span ℂ (Set.range (krylov H v)))
    (hxE : H *ᵥ x = E • x) (hyE : H *ᵥ y = E • y) (hy0 : y ≠ 0) :
    ∃ a : ℂ, x = a • y := by
  -- an eigenvector has no amplitude on levels other than its own
  have off : ∀ z : Fin n → ℂ, H *ᵥ z = E • z →
      ∀ i, (hH.eigenvalues i : ℂ) ≠ E → amplitudes hH z i = 0 := by
    intro z hz i hi
    have h := amplitudes_mulVec hH z i
    rw [hz, map_smul, Pi.smul_apply, smul_eq_mul] at h
    have h0 : ((hH.eigenvalues i : ℂ) - E) * amplitudes hH z i = 0 := by
      linear_combination -h
    exact (mul_eq_zero.mp h0).resolve_left (sub_ne_zero.mpr hi)
  obtain ⟨p, hp⟩ := exists_polynomial_filter hH hx
  obtain ⟨q, hq⟩ := exists_polynomial_filter hH hy
  -- the filter that produces `y` cannot vanish at `E`
  have hqE : q.eval E ≠ 0 := by
    intro h0
    apply hy0
    apply (amplitudes hH).injective
    rw [map_zero]
    funext i
    by_cases hi : (hH.eigenvalues i : ℂ) = E
    · rw [hq, hi, h0, zero_mul, Pi.zero_apply]
    · exact off y hyE i hi
  refine ⟨p.eval E / q.eval E, (amplitudes hH).injective ?_⟩
  funext i
  rw [map_smul, Pi.smul_apply, smul_eq_mul]
  by_cases hi : (hH.eigenvalues i : ℂ) = E
  · rw [hp, hq, hi, ← mul_assoc, div_mul_cancel₀ _ hqE]
  · rw [off x hxE i hi, off y hyE i hi, mul_zero]

end

end KrylovDegeneracy
```

```lean
#print axioms KrylovDegeneracy.exists_krylov_independent_iff
-- 'KrylovDegeneracy.exists_krylov_independent_iff' depends on axioms: [propext, Classical.choice, Quot.sound]
#print axioms KrylovDegeneracy.krylov_eigenvector_unique
-- 'KrylovDegeneracy.krylov_eigenvector_unique' depends on axioms: [propext, Classical.choice, Quot.sound]
```

## A Lanczos run on a three-site ring

One electron of fixed spin on a ring of three sites, with hopping amplitude $-t$ and $t>0$, has the Hamiltonian

$$H = -t\begin{pmatrix} 0&1&1\\ 1&0&1\\ 1&1&0\end{pmatrix}$$

with energies $-2t,\ t,\ t$. Start from the electron on the first site, $q_0 = (1,0,0)$. Then $Hq_0 = (0,-t,-t)$, which is orthogonal to $q_0$ and has length $\sqrt2\,t$. The second Lanczos vector is therefore $q_1 = -(0,1,1)/\sqrt2$, and

$$Hq_1 = \sqrt2\,t\, q_0 - t\, q_1 .$$

Nothing is left over for a third vector, and the recursion stops after two steps. The projected matrix

$$T = \begin{pmatrix} 0 & \sqrt2\,t\\ \sqrt2\,t & -t\end{pmatrix}$$

has eigenvalues $-2t$ and $t$. Both energies are correct, but the degenerate one appears once. Its state is $(2,-1,-1)/\sqrt6$, the normalised projection of the start vector onto the degenerate pair. The partner $(0,1,-1)/\sqrt2$ has no overlap with $q_0$ and never enters. A different start vector can select a different combination of the two, but never more than one.

In a larger calculation for any finite Hermitian Hamiltonian, interacting or not, a single run without rounding therefore gives energies but no degeneracies: a triplet whose three components are all present in the basis shows up as one state at most, and not at all if the start vector has no overlap with it. The theorems treat $H^k v$ as computed without rounding, whereas a floating-point run can pick up a small component along a missing partner, and further iterations may amplify it into a second state of the level. A repeated energy does not prove a degeneracy, however, because without reorthogonalisation rounding can also produce spurious copies of a non-degenerate level. Block methods start from several vectors at once, so the limit of one state per energy does not apply to them.
